# For a partition coefficient between 0 and 1, the lever rule never predicts a more concentrated liquid than the Scheil model

The theorem compares two formulas for the solute concentration of the liquid in a partly solidified alloy, with overall concentration c₀ > 0, constant partition coefficient 0 < k < 1 and solid fraction 0 ≤ f < 1. It states that the lever-rule value c₀/(1 − (1 − k)f) is at most the Scheil value c₀(1 − f)^(k−1), with equality exactly when f = 0. Both formulas are taken as definitions and are not derived from a solute balance. The proof checks f = 0 directly; for f > 0 it writes the Scheil value as c₀/(1 − f)^(1−k) and compares the denominators by a strict Bernoulli inequality with exponent 1 − k.

The failing Lean file:

```lean
import Mathlib

open Set MeasureTheory

namespace ScheilLeverRule

noncomputable section

/-- Liquid concentration at solid fraction `f` in the Scheil model, for partition
coefficient `k` and overall concentration `c0`. -/
def scheilLiquid (k c0 f : ℝ) : ℝ := c0 * (1 - f) ^ (k - 1)

/-- Liquid concentration at solid fraction `f` according to the lever rule. -/
def leverLiquid (k c0 f : ℝ) : ℝ := c0 / (1 - (1 - k) * f)

/-- The Scheil concentration written as a quotient. -/
theorem scheil_eq_div (k c0 : ℝ) {f : ℝ} (h1 : f < 1) :
    scheilLiquid k c0 f = c0 / (1 - f) ^ (1 - k) := by
  have e : k - 1 = -(1 - k) := by ring
  rw [scheilLiquid, e, Real.rpow_neg (sub_pos.mpr h1).le, div_eq_mul_inv]

/-- For `0 < k < 1` and `c0 > 0`, the lever-rule liquid concentration never exceeds the Scheil
concentration before complete solidification, and the two agree only at zero solid fraction. -/
theorem lever_le_scheil {k c0 f : ℝ} (hk : 0 < k) (hk1 : k < 1) (hc : 0 < c0)
    (h0 : 0 ≤ f) (h1 : f < 1) :
    leverLiquid k c0 f ≤ scheilLiquid k c0 f ∧
      (leverLiquid k c0 f = scheilLiquid k c0 f ↔ f = 0) := by
  rcases h0.eq_or_lt with h | h
  · have e : leverLiquid k c0 f = scheilLiquid k c0 f := by
      rw [← h]
      simp [leverLiquid, scheilLiquid]
    exact ⟨e.le, fun _ => h.symm, fun _ => e⟩
  · -- strict Bernoulli inequality with exponent 1 - k between 0 and 1
    have hb : (1 + -f) ^ (1 - k) < 1 + (1 - k) * -f :=
      Real.rpow_one_add_lt_one_add_mul_self (by linarith) (neg_ne_zero.mpr h.ne')
        (by linarith) (by linarith)
    have hb' : (1 - f) ^ (1 - k) < 1 - (1 - k) * f := by
      rw [← sub_eq_add_neg] at hb
      linarith
    have hlt : leverLiquid k c0 f < scheilLiquid k c0 f := by
      rw [scheil_eq_div k c0 h1, leverLiquid]
      exact div_lt_div_of_pos_left hc (Real.rpow_pos_of_pos (sub_pos.mpr h1) _) hb'
    exact ⟨hlt.le, fun e => absurd e hlt.ne, fun e => absurd e h.ne'⟩

end

end ScheilLeverRule
```

The error:

```
Main.lean:35:6: error(lean.unknownIdentifier): Unknown constant `Real.rpow_one_add_lt_one_add_mul_self`
```

Cause. The message says that no constant named `Real.rpow_one_add_lt_one_add_mul_self` exists. The strict Bernoulli inequality that the proof needs is in Mathlib, but its name has no `Real.` prefix, although it is about real powers. Other lemmas used in the file, such as `Real.rpow_neg` and `Real.rpow_pos_of_pos`, do carry that prefix.

The diff removes the prefix, so the name now refers to the existing lemma `rpow_one_add_lt_one_add_mul_self`. Nothing else changes: the statement of `hb` and the arguments given to the lemma were already right, and the rest of the proof compiles as it stood.

The change, after which it compiles:

```diff
@@ -33,5 +33,5 @@
   · -- strict Bernoulli inequality with exponent 1 - k between 0 and 1
     have hb : (1 + -f) ^ (1 - k) < 1 + (1 - k) * -f :=
-      Real.rpow_one_add_lt_one_add_mul_self (by linarith) (neg_ne_zero.mpr h.ne')
+      rpow_one_add_lt_one_add_mul_self (by linarith) (neg_ne_zero.mpr h.ne')
         (by linarith) (by linarith)
     have hb' : (1 - f) ^ (1 - k) < 1 - (1 - k) * f := by
```
